# The slope of a parabolic free-energy profile from the mean and variance of its harmonically biased density

Take the inverted parabola F(s) = −s²/2 at inverse temperature β = 1 and add the bias w(s) = s². The sum is s²/2, so the biased coordinate follows a standard normal density with mean 0 and variance 1. Dividing s by that variance gives the slope of the sum, and subtracting the slope of the bias, 2s, leaves −s. That is F′(s), recovered on a barrier top from two moments.

I would like to see this for a general parabola F(s) = a(s − s₀)²/2 with a of either sign, and a bias w(s) = k(s − c)²/2 with a + k > 0. The claim is that the biased density has

m = (a s₀ + k c)/(a + k),  v = 1/(β(a + k))

as its mean and variance, and that for every s

F′(s) = (s − m)/(βv) − k(s − c).

Can this be derived in full and also made rigorous in a machine-checked form, with m and v computed from the density and not put in by hand?

## Two parabolas add up to one, so the biased density is normal

Yes. Start with any differentiable profile F and bias w for which the Boltzmann weight has a finite integral Z. The biased density is

ρ(s) = exp(−β(F(s) + w(s)))/Z.

Its logarithm is −β(F(s) + w(s)) − ln Z, and Z does not depend on s. Differentiating and solving for the slope of the profile gives

F′(s) = −(1/β)(ln ρ)′(s) − w′(s).

Now insert the parabolas and write κ = a + k. Expanding the squares,

a(s − s₀)² + k(s − c)² = κs² − 2(a s₀ + k c)s + a s₀² + k c².

Since a s₀ + k c = κm, the right-hand side is κ(s − m)² plus the constant

a s₀² + k c² − (a s₀ + k c)²/κ = a k (c − s₀)²/κ.

Therefore

F(s) + w(s) = κ(s − m)²/2 + C,  C = a k (c − s₀)²/(2κ).

With v = 1/(βκ), the Boltzmann weight is exp(−βC) exp(−(s − m)²/(2v)). Its integral is Z = exp(−βC)√(2πv), so the constant cancels:

ρ(s) = exp(−(s − m)²/(2v))/√(2πv).

Put u = s − m. The integral of u against ρ vanishes because the integrand is odd, so the mean is m. For the variance, use

u exp(−u²/(2v)) = −v (d/du) exp(−u²/(2v))

and integrate by parts. The boundary terms vanish, and

∫ u² exp(−u²/(2v)) du = v ∫ exp(−u²/(2v)) du,

so the variance is v. Finally (ln ρ)′(s) = −(s − m)/v and w′(s) = k(s − c), which gives the claimed formula. As a check, 1/(βv) = a + k, and

(a + k)s − (a s₀ + k c) − k s + k c = a(s − s₀).

The variance also reveals the sign of the curvature. For k > 0, the inequality v > 1/(βk) means a + k < k, which is a < 0: on a barrier the coordinate spreads more widely than the bias alone would allow.

### An off-centre window on a barrier

Let a = −1, s₀ = 0, k = 3, c = 1 and β = 2. Then a + k = 2, m = 3/2 and v = 1/4. The barrier pushes the mean beyond the centre of the bias. Since βv = 1/2,

F′(s) = 2(s − 3/2) − 3(s − 1) = −s,

as it should be. The variance 1/4 exceeds 1/(βk) = 1/6, in line with the negative curvature.

### A bias that only cancels the barrier

Let a = −1, k = 1 and s₀ = c = 0, so that a + k = 0. Then F + w = 0 everywhere, the weight is 1 on the whole line, and its integral diverges. There is no biased density, and hence no mean or variance to put into the formula.

The same happens for every a + k ≤ 0. Write E(s) = −β(F(s) + w(s)) for the exponent. Then

E(s) + E(−s) = −β(a + k)s² − β(a s₀² + k c²) ≥ 2L,  L = −β(a s₀² + k c²)/2.

At least one of the two exponents is no smaller than L, so the weights at s and −s add up to at least exp(L). An integrable weight would make this sum integrable too, which is impossible above a positive constant on an infinite line.

## The Lean file

```lean
import Mathlib

open MeasureTheory ProbabilityTheory

noncomputable section

namespace UmbrellaSampling

/-- The parabola `k (s - c)² / 2` with curvature `k` and centre `c`. -/
def harmonic (k c s : ℝ) : ℝ := k * (s - c) ^ 2 / 2

/-- The density sampled at inverse temperature `β` on the profile `F` with bias `w`. If the
Boltzmann weight is not integrable, Lean sets the integral, and with it the quotient, to 0, which is
not a density. -/
def biasedDensity (β : ℝ) (F w : ℝ → ℝ) (s : ℝ) : ℝ :=
  Real.exp (-β * (F s + w s)) / ∫ x, Real.exp (-β * (F x + w x))

/-- The mean of the coordinate under the density `ρ`. -/
def densityMean (ρ : ℝ → ℝ) : ℝ := ∫ s, s * ρ s

/-- The mean squared deviation of the coordinate from its mean under the density `ρ`. -/
def densityVariance (ρ : ℝ → ℝ) : ℝ := ∫ s, (s - densityMean ρ) ^ 2 * ρ s

/-- For `β ≠ 0`, an integrable Boltzmann weight, and a profile and bias that are differentiable at
`s`, the slope of the profile at `s` is `-1/β` times the logarithmic derivative of the biased
density, minus the slope of the bias. -/
theorem slope_eq_of_biasedDensity {β s F' w' : ℝ} {F w : ℝ → ℝ} (hβ : β ≠ 0)
    (hint : Integrable (fun x => Real.exp (-β * (F x + w x))))
    (hF : HasDerivAt F F' s) (hw : HasDerivAt w w' s) :
    F' = -(deriv (fun x => Real.log (biasedDensity β F w x)) s) / β - w' := by
  have hZ := (integral_exp_pos hint).ne'
  -- the normalisation only shifts the logarithm by a constant
  have heq : (fun x => Real.log (biasedDensity β F w x)) =
      fun x => -β * (F x + w x) - Real.log (∫ y, Real.exp (-β * (F y + w y))) := by
    funext x
    unfold biasedDensity
    rw [Real.log_div (Real.exp_ne_zero _) hZ, Real.log_exp]
  have hd : HasDerivAt (fun x => Real.log (biasedDensity β F w x)) (-β * (F' + w')) s := by
    rw [heq]
    exact ((hF.fun_add hw).const_mul (-β)).sub_const _
  have h : -(-β * (F' + w')) / β = F' + w' := by
    rw [neg_mul, neg_neg, mul_div_cancel_left₀ _ hβ]
  rw [hd.deriv, h]
  ring

/-- If `a + k ≠ 0`, two parabolas with curvatures `a` and `k` add up to one parabola with the summed
curvature and the curvature-weighted centre, plus a constant. -/
theorem harmonic_add_harmonic (a k s₀ c s : ℝ) (h : a + k ≠ 0) :
    harmonic a s₀ s + harmonic k c s =
      harmonic (a + k) ((a * s₀ + k * c) / (a + k)) s + harmonic (a * k / (a + k)) s₀ c := by
  unfold harmonic
  field_simp
  ring

/-- For positive `β` and `a + k`, the biased Boltzmann weight is a positive multiple of a normal
density. -/
theorem biased_weight_eq {a k β : ℝ} (s₀ c : ℝ) (hβ : 0 < β) (hκ : 0 < a + k) :
    ∃ D : ℝ, 0 < D ∧ ∀ s, Real.exp (-β * (harmonic a s₀ s + harmonic k c s)) =
      D * gaussianPDFReal ((a * s₀ + k * c) / (a + k))
        (Real.toNNReal (1 / (β * (a + k)))) s := by
  obtain ⟨v, hvdef⟩ : ∃ v, v = 1 / (β * (a + k)) := ⟨_, rfl⟩
  have hv : 0 < v := by
    rw [hvdef]
    exact one_div_pos.mpr (mul_pos hβ hκ)
  have hb : β * (a + k) * v = 1 := by
    rw [hvdef]
    exact mul_one_div_cancel (mul_pos hβ hκ).ne'
  rw [← hvdef]
  have hN : 0 < Real.sqrt (2 * Real.pi * v) := by positivity
  refine ⟨Real.exp (-β * harmonic (a * k / (a + k)) s₀ c) * Real.sqrt (2 * Real.pi * v),
    mul_pos (Real.exp_pos _) hN, fun s => ?_⟩
  -- the exponent splits into a constant and the normal exponent
  have he : ∀ m H : ℝ, -β * (harmonic (a + k) m s + H) =
      -β * H + -(s - m) ^ 2 / (2 * v) := by
    intro m H
    have h : (s - m) ^ 2 / (2 * v) = β * (a + k) * (s - m) ^ 2 / 2 := by
      rw [div_eq_div_iff (by positivity) two_ne_zero]
      linear_combination (-2 * (s - m) ^ 2) * hb
    rw [neg_div, h]
    unfold harmonic
    ring
  have key : ∀ x y n : ℝ, n ≠ 0 → x * y = x * n * (n⁻¹ * y) := by
    intro x y n hn
    field_simp
  rw [harmonic_add_harmonic _ _ _ _ _ hκ.ne', gaussianPDFReal, Real.coe_toNNReal _ hv.le,
    he, Real.exp_add]
  exact key _ _ _ hN.ne'

/-- For positive `β`, the biased weight is integrable exactly when the total curvature `a + k` is
positive. -/
theorem integrable_biased_weight_iff {a k β : ℝ} (s₀ c : ℝ) (hβ : 0 < β) :
    Integrable (fun s => Real.exp (-β * (harmonic a s₀ s + harmonic k c s))) ↔
      0 < a + k := by
  constructor
  · intro h
    by_contra hκ
    have hsum : Integrable (fun s => Real.exp (-β * (harmonic a s₀ s + harmonic k c s)) +
        Real.exp (-β * (harmonic a s₀ (-s) + harmonic k c (-s)))) := h.add h.comp_neg
    -- the weights at s and -s together stay above a positive constant
    have hconst : Integrable
        (fun _ : ℝ => Real.exp (-β * (a * s₀ ^ 2 + k * c ^ 2) / 2)) := by
      refine hsum.mono' aestronglyMeasurable_const (Filter.Eventually.of_forall fun s => ?_)
      rw [Real.norm_eq_abs, abs_of_pos (Real.exp_pos _)]
      have hq : 0 ≤ β * (-(a + k) * s ^ 2) :=
        mul_nonneg hβ.le (mul_nonneg (by linarith) (sq_nonneg s))
      have hs : -β * (harmonic a s₀ s + harmonic k c s) +
          -β * (harmonic a s₀ (-s) + harmonic k c (-s)) =
          β * (-(a + k) * s ^ 2) + 2 * (-β * (a * s₀ ^ 2 + k * c ^ 2) / 2) := by
        unfold harmonic
        ring
      rcases le_total (-β * (a * s₀ ^ 2 + k * c ^ 2) / 2)
        (-β * (harmonic a s₀ s + harmonic k c s)) with h1 | h1
      · exact (Real.exp_le_exp.mpr h1).trans (le_add_of_nonneg_right (Real.exp_pos _).le)
      · exact (Real.exp_le_exp.mpr (by linarith)).trans
          (le_add_of_nonneg_left (Real.exp_pos _).le)
    rcases integrable_const_iff.mp hconst with h0 | h1
    · exact Real.exp_ne_zero _ h0
    · exact absurd h1.measure_univ_lt_top (by simp)
  · intro hκ
    obtain ⟨D, _, h⟩ := biased_weight_eq s₀ c hβ hκ
    simp only [h]
    exact (integrable_gaussianPDFReal _ _).const_mul D

/-- A normal density with parameters `m` and `v ≠ 0` has mean `m` and variance `v`. -/
theorem gaussian_moments (m : ℝ) {v : NNReal} (hv : v ≠ 0) :
    densityMean (gaussianPDFReal m v) = m ∧ densityVariance (gaussianPDFReal m v) = v := by
  have hm : densityMean (gaussianPDFReal m v) = m := by
    have h := integral_id_gaussianReal (μ := m) (v := v)
    rw [integral_gaussianReal_eq_integral_smul hv] at h
    refine Eq.trans (integral_congr_ae (Filter.Eventually.of_forall fun x => ?_)) h
    simp only [smul_eq_mul]
    ring
  refine ⟨hm, ?_⟩
  have h := variance_fun_id_gaussianReal (μ := m) (v := v)
  rw [variance_eq_integral measurable_id'.aemeasurable] at h
  simp only [integral_id_gaussianReal] at h
  rw [integral_gaussianReal_eq_integral_smul hv] at h
  unfold densityVariance
  rw [hm]
  refine Eq.trans (integral_congr_ae (Filter.Eventually.of_forall fun x => ?_)) h
  simp only [smul_eq_mul]
  ring

/-- For a parabolic profile and bias with positive `β` and `a + k`: the mean and variance of the
biased density, and the slope of the profile in terms of them. -/
theorem umbrella_integration {a k β : ℝ} (s₀ c : ℝ) (hβ : 0 < β) (hκ : 0 < a + k) :
    let ρ := biasedDensity β (harmonic a s₀) (harmonic k c)
    densityMean ρ = (a * s₀ + k * c) / (a + k) ∧
    densityVariance ρ = 1 / (β * (a + k)) ∧
    ∀ s, HasDerivAt (harmonic a s₀)
      ((s - densityMean ρ) / (β * densityVariance ρ) - k * (s - c)) s := by
  intro ρ
  have hv : 0 < 1 / (β * (a + k)) := one_div_pos.mpr (mul_pos hβ hκ)
  have hv0 : Real.toNNReal (1 / (β * (a + k))) ≠ 0 := (Real.toNNReal_pos.mpr hv).ne'
  -- normalisation turns the weight into the normal density itself
  have hρ : ρ = gaussianPDFReal ((a * s₀ + k * c) / (a + k))
      (Real.toNNReal (1 / (β * (a + k)))) := by
    obtain ⟨D, hD, h⟩ := biased_weight_eq s₀ c hβ hκ
    funext s
    change biasedDensity β (harmonic a s₀) (harmonic k c) s = _
    unfold biasedDensity
    simp only [h]
    rw [integral_const_mul, integral_gaussianPDFReal_eq_one _ hv0, mul_one,
      mul_div_cancel_left₀ _ hD.ne']
  obtain ⟨hm, hvar⟩ := gaussian_moments ((a * s₀ + k * c) / (a + k)) hv0
  rw [← hρ] at hm hvar
  rw [Real.coe_toNNReal _ hv.le] at hvar
  refine ⟨hm, hvar, fun s => ?_⟩
  have hκ' : a + k ≠ 0 := hκ.ne'
  have h1 : β * (1 / (β * (a + k))) = 1 / (a + k) := by field_simp
  have h2 : (a * s₀ + k * c) / (a + k) * (a + k) = a * s₀ + k * c := div_mul_cancel₀ _ hκ'
  have hd : HasDerivAt (fun x : ℝ => x - s₀) 1 s := (hasDerivAt_id' s).sub_const s₀
  have hF : harmonic a s₀ = fun x => a * ((x - s₀) * (x - s₀)) / 2 := by
    funext x
    unfold harmonic
    ring
  rw [hm, hvar, h1, div_div_eq_mul_div, div_one, hF]
  refine (((hd.fun_mul hd).const_mul a).div_const 2).congr_deriv ?_
  linear_combination h2

/-- For positive `β`, `k` and `a + k`, the profile has negative curvature exactly when the sampled
variance exceeds `1 / (β k)`. -/
theorem curvature_neg_iff {a k β : ℝ} (s₀ c : ℝ) (hβ : 0 < β) (hk : 0 < k)
    (hκ : 0 < a + k) :
    a < 0 ↔ 1 / (β * k) <
      densityVariance (biasedDensity β (harmonic a s₀) (harmonic k c)) := by
  have hvar := (umbrella_integration s₀ c hβ hκ).2.1
  rw [hvar, one_div_lt_one_div (mul_pos hβ hk) (mul_pos hβ hκ)]
  constructor
  · intro h
    exact mul_lt_mul_of_pos_left (by linarith) hβ
  · intro h
    have h' := lt_of_mul_lt_mul_left h hβ.le
    linarith

end UmbrellaSampling
```

```lean
#print axioms UmbrellaSampling.slope_eq_of_biasedDensity
-- 'UmbrellaSampling.slope_eq_of_biasedDensity' depends on axioms: [propext, Classical.choice, Quot.sound]
#print axioms UmbrellaSampling.integrable_biased_weight_iff
-- 'UmbrellaSampling.integrable_biased_weight_iff' depends on axioms: [propext, Classical.choice, Quot.sound]
#print axioms UmbrellaSampling.curvature_neg_iff
-- 'UmbrellaSampling.curvature_neg_iff' depends on axioms: [propext, Classical.choice, Quot.sound]
```

## What the theorems say about a biased window

The function `harmonic k c` is the parabola with curvature `k` and centre `c`, including the factor 1/2. It serves as both profile, `harmonic a s₀`, and bias, `harmonic k c`. The coordinate and all parameters are real numbers, and `β` stands for the inverse thermal energy. `biasedDensity β F w` is the Boltzmann factor divided by its integral over the real line. `densityMean` integrates s against a density, and `densityVariance` integrates the squared deviation from that mean.

The main theorem, `umbrella_integration`, assumes `0 < β` and `0 < a + k`. The first is a positive temperature; the second says that bias and profile together confine the coordinate. Neither `a` nor `k` needs a sign of its own. The theorem names the biased density `ρ` and states three things: its mean, its variance, and, through `HasDerivAt`, the derivative of the profile at every `s`. The derivative is written with `densityMean ρ` and `densityVariance ρ`, so the moments in the slope formula are those of the density itself.

Three further statements surround it:

- `slope_eq_of_biasedDensity` is the logarithmic-derivative formula for general F and w that are differentiable at the point considered, with an integrable weight and `β ≠ 0`.
- `integrable_biased_weight_iff` says that, for positive `β`, the parabolic weight is integrable exactly when `0 < a + k`.
- `curvature_neg_iff` adds the hypothesis `0 < k` and gives the variance test for negative curvature.

In umbrella sampling, the slope formula turns the mean and variance of one window into the slope of the free energy, which is minus the mean force. It is exact for this one-coordinate parabolic model with exact moments. For a curved profile that is not a parabola, treating the window as normal is an approximation. Despite its name, `umbrella_integration` deals with a single window: it neither combines windows nor integrates slopes into a profile, and it has no sampling error. The profile is given as a function, not derived from a many-particle system. For a < 0 it is best seen as a local model of a barrier top, since without the bias its Boltzmann weight is not integrable.

## How the proof follows the algebra

In `slope_eq_of_biasedDensity`, the step `heq` writes ln ρ as the exponent minus ln Z, and `hd` differentiates it. The remaining lines solve for the slope.

`harmonic_add_harmonic` is the completed square, including the constant C. It needs only `a + k ≠ 0`; `field_simp` clears the denominators and `ring` compares the polynomials.

`biased_weight_eq` writes the weight as `D` times Mathlib's normal density `gaussianPDFReal`. The factor `D` is exp(−βC)√(2πv), which is the Z found above. The step `he` splits the exponent into its constant and its normal part, using `hb`, the identity β(a + k)v = 1.

For `integrable_biased_weight_iff`, one direction follows from this normal form. The other is the argument with s and −s: `hs` computes the sum of the two exponents, `le_total` decides which of them is large enough, and `hconst` draws the false conclusion that a positive constant is integrable on the line.

`gaussian_moments` takes the mean and variance of the normal distribution from Mathlib and rewrites them as integrals against its density. This replaces the symmetry argument and the integration by parts.

In `umbrella_integration`, the step `hρ` cancels `D` and identifies `ρ` with the normal density, after which `gaussian_moments` supplies both moments. For the slope, Lean takes a shorter route than the derivation above: it differentiates the parabola directly and compares the result with the formula in m and v. The final `linear_combination h2` uses m(a + k) = a s₀ + k c, the same identity as in the check by hand. The general logarithmic-derivative theorem is therefore proved separately and not used here.

Last, `curvature_neg_iff` inserts the computed variance, compares the reciprocals of two positive numbers, and reduces the claim to a + k < k.
